# Bounds on the free-energy error of keeping one lowest-energy surface structure

**Q:** An oxygen atom in a surface cell can sit in any of four equivalent hollow sites, or in any of four less stable ones. I treat the cells as independent, compute all the energies, and then keep a single structure of lowest energy as "the" surface at temperature $T$. That discards three structures exactly as good as the one I kept, and four thermally accessible ones. How large is the error in the free energy, and does a formal theorem about a list of real numbers say anything about it?

**A:** It bounds the error from both sides. Let there be $n$ structures with energies $E_i$, let $E_0$ be the lowest energy, let $g\ge 1$ structures have it, and let all others lie at least $D>0$ higher. With $T$ in energy units, so that it stands for $k_BT$, the free energy is $F=-T\ln\sum_i e^{-E_i/T}$. For $T>0$,

$$T\ln g\;\le\;E_0-F\;\le\;T\ln g+T\,\frac{n-g}{g}\,e^{-D/T}.$$

In your cell $n=8$ and $g=4$. For illustration, take $T=0.05$ eV and $D=0.2$ eV: the error lies between about $0.0693$ and $0.0702$ eV. Nearly all of it comes from the equivalent sites.

**Q:** Derive it before you show me any code.

**A:** Measure energies from $E_0$. Since $e^{-E_i/T}=e^{-E_0/T}e^{-(E_i-E_0)/T}$,

$$\sum_i e^{-E_i/T}=e^{-E_0/T}R,\qquad R=\sum_i e^{-(E_i-E_0)/T}.$$

Taking $-T\ln$ of both sides gives $F=E_0-T\ln R$, so $E_0-F=T\ln R$. The $g$ structures at $E_0$ contribute $1$ each to $R$. Each of the other $n-g$ contributes a positive amount no larger than $e^{-D/T}$. Hence

$$g\;\le\;R\;\le\;g+(n-g)e^{-D/T}.$$

The logarithm is increasing, so the left inequality gives $T\ln g\le T\ln R$. For the upper bound, use $\ln x\le x-1$ at $x=R/g$:

$$\ln R=\ln g+\ln\frac Rg\;\le\;\ln g+\frac Rg-1\;\le\;\ln g+\frac{n-g}{g}e^{-D/T}.$$

Multiplying by $T>0$ finishes it.

**Q:** Fine. What is a "structure" in the formal version?

**A:** An element of a finite type `ι`. It carries no geometry.

In Lean 4 with Mathlib:

```lean
import Mathlib

open Finset Filter Topology

namespace SurfaceEnsemble

noncomputable section

variable {ι : Type*} [Fintype ι]
```

The energies are a function `E : ι → ℝ`, and the free energy is the formula you would write down.

```lean
/-- Free energy `F = -T log ∑ exp(-E i / T)` of an ensemble of surface structures with
energies `E i`, for temperature `T ≠ 0` in energy units. -/
def freeEnergy (E : ι → ℝ) (T : ℝ) : ℝ :=
  -T * Real.log (∑ i, Real.exp (-E i / T))
```

**Q:** So the energies don't depend on temperature. Mine may include vibrational contributions.

**A:** At one fixed temperature you may insert those contributions into `E`, and the bounds apply to the resulting numbers, with $g$ and $D$ read off from them. The low-temperature limit further down does keep `E` fixed while $T$ varies. The model also takes the list as given: a structure missing from it is missing from $F$, and interactions between cells enter only if the listed structures describe them.

**Q:** And how is degeneracy decided? Computed energies of equivalent sites differ in the last digits.

**A:** By exact equality of real numbers.

```lean
/-- Number of structures whose energy is exactly `E0`. -/
def degeneracy (E : ι → ℝ) (E0 : ℝ) : ℕ :=
  (univ.filter (fun i => E i = E0)).card
```

Equivalent sites should therefore be given the same energy, and each must appear in the list separately; if you list one representative per symmetry class, `degeneracy` does not see the copies. A structure that is only nearly degenerate counts as excited. The theorem still applies, but $D$ is then small and both bounds can be loose.

The sum $R$ of the derivation has its own definition.

```lean
/-- Sum of the Boltzmann factors with energies measured from `E0`, for `T ≠ 0`. -/
def relativeSum (E : ι → ℝ) (E0 T : ℝ) : ℝ :=
  ∑ i, Real.exp (-(E i - E0) / T)
```

**Q:** Then the first step should be $E_0-F=T\ln R$.

**A:** It is, for a nonempty list and any $T\ne0$. In the proof, `hZ` factors $e^{-E_0/T}$ out of the partition sum term by term, using `Real.exp_add`. Then `Real.log_mul` splits the logarithm of the product, and `linear_combination` collects the remaining terms.

```lean
/-- For a nonempty set of structures and `T ≠ 0`, the error of replacing the free energy by
`E0` is `T` times the logarithm of the Boltzmann sum relative to `E0`. -/
theorem error_eq [Nonempty ι] (E : ι → ℝ) (E0 : ℝ) {T : ℝ} (hT : T ≠ 0) :
    E0 - freeEnergy E T = T * Real.log (relativeSum E E0 T) := by
  have hpos : 0 < relativeSum E E0 T :=
    Finset.sum_pos (fun i _ => Real.exp_pos _) univ_nonempty
  -- factor the reference Boltzmann weight out of the partition sum
  have hZ : ∑ i, Real.exp (-E i / T) = Real.exp (-E0 / T) * relativeSum E E0 T := by
    unfold relativeSum
    rw [Finset.mul_sum]
    refine Finset.sum_congr rfl (fun i _ => ?_)
    rw [← Real.exp_add]
    congr 1
    ring
  have hc : T * (-E0 / T) = -E0 := by field_simp
  unfold freeEnergy
  rw [hZ, Real.log_mul (Real.exp_pos _).ne' hpos.ne', Real.log_exp]
  linear_combination hc
```

Nothing here requires $E_0$ to be the lowest energy, so it is simply a change of reference.

**Q:** Next you separated the ground level from the rest.

**A:** The next lemma splits the sum by whether `E i = E0` holds. On the first part every exponent is zero, so the sum of ones is $g$.

```lean
/-- The relative Boltzmann sum is the degeneracy of the level `E0` plus the contribution of
all structures with a different energy. -/
theorem relativeSum_split (E : ι → ℝ) (E0 T : ℝ) :
    relativeSum E E0 T = (degeneracy E E0 : ℝ) +
      ∑ i ∈ univ.filter (fun i => ¬ E i = E0), Real.exp (-(E i - E0) / T) := by
  have h := Finset.sum_filter_add_sum_filter_not univ (fun i => E i = E0)
    (fun i => Real.exp (-(E i - E0) / T))
  have h1 : ∑ i ∈ univ.filter (fun i => E i = E0), Real.exp (-(E i - E0) / T)
      = (degeneracy E E0 : ℝ) := by
    have h2 : ∑ i ∈ univ.filter (fun i => E i = E0), Real.exp (-(E i - E0) / T)
        = ∑ i ∈ univ.filter (fun i => E i = E0), (1 : ℝ) := by
      refine Finset.sum_congr rfl (fun i hi => ?_)
      rw [(Finset.mem_filter.mp hi).2, sub_self, neg_zero, zero_div, Real.exp_zero]
    rw [h2, Finset.sum_const, nsmul_eq_mul, mul_one]
    rfl
  unfold relativeSum
  rw [← h, h1]
```

Counting with the same split gives $n-g$ for the number of remaining structures, where `Fintype.card ι` is $n$.

```lean
/-- The number of structures with energy different from `E0` is the total number minus the
degeneracy of `E0`. -/
theorem card_excited (E : ι → ℝ) (E0 : ℝ) :
    ((univ.filter (fun i => ¬ E i = E0)).card : ℝ)
      = (Fintype.card ι : ℝ) - degeneracy E E0 := by
  have h := Finset.sum_filter_add_sum_filter_not univ (fun i => E i = E0)
    (fun _ => (1 : ℝ))
  simp only [Finset.sum_const, nsmul_eq_mul, mul_one, Finset.card_univ] at h
  unfold degeneracy
  linarith
```

The last preparation is that $g$ is positive as soon as one structure has energy $E_0$. This gives $\ln g$ and the division by $g$ their ordinary meaning.

```lean
/-- If some structure has energy `E0`, the degeneracy of `E0` is positive. -/
theorem degeneracy_pos {E : ι → ℝ} {E0 : ℝ} (hg : ∃ i, E i = E0) :
    (0 : ℝ) < degeneracy E E0 := by
  obtain ⟨i, hi⟩ := hg
  exact Nat.cast_pos.mpr
    (Finset.card_pos.mpr ⟨i, Finset.mem_filter.mpr ⟨Finset.mem_univ i, hi⟩⟩)
```

**Q:** Now the main statement. Where does it say that $E_0$ is the lowest energy?

**A:** It says so through the gap. The hypothesis `hg` states that some structure has energy $E_0$, and `hgap` that every structure with a different energy lies at or above $E_0+D$. If $D>0$, that is your situation: a lowest level separated from the rest. The theorem does not ask for the sign of $D$, and with $D<0$ it remains true even though some structures may then lie below $E_0$. The physical reading as an error of keeping a lowest structure requires $E_0$ to be the lowest energy, which $D\ge0$ guarantees.

```lean
/-- Let `T > 0`, let some structure have energy `E0`, and let all structures of other energy
lie at least `D` above it. Then the error `E0 - F` of keeping one structure of energy `E0` lies
between `T log g` and `T log g + T ((n - g) / g) exp(-D / T)`, where `g` is the degeneracy of
`E0` and `n` the number of structures. -/
theorem single_structure_error_bounds {E : ι → ℝ} {E0 D T : ℝ} (hT : 0 < T)
    (hg : ∃ i, E i = E0) (hgap : ∀ i, E i ≠ E0 → E0 + D ≤ E i) :
    T * Real.log (degeneracy E E0) ≤ E0 - freeEnergy E T ∧
    E0 - freeEnergy E T ≤ T * Real.log (degeneracy E E0) +
      T * (((Fintype.card ι : ℝ) - degeneracy E E0) / degeneracy E E0)
        * Real.exp (-D / T) := by
  have hgpos := degeneracy_pos hg
  have : Nonempty ι := ⟨hg.choose⟩
  have hsplit := relativeSum_split E E0 T
  have hlow : (degeneracy E E0 : ℝ) ≤ relativeSum E E0 T := by
    rw [hsplit]
    exact le_add_of_nonneg_right (Finset.sum_nonneg (fun i _ => (Real.exp_pos _).le))
  -- each excited structure has weight at most exp(-D/T)
  have hup : relativeSum E E0 T ≤ (degeneracy E E0 : ℝ) +
      ((Fintype.card ι : ℝ) - degeneracy E E0) * Real.exp (-D / T) := by
    rw [hsplit, ← card_excited E E0, ← nsmul_eq_mul]
    refine add_le_add le_rfl (Finset.sum_le_card_nsmul _ _ _ (fun i hi => ?_))
    have hi' := hgap i (Finset.mem_filter.mp hi).2
    apply Real.exp_le_exp.mpr
    exact div_le_div_of_nonneg_right (by linarith) hT.le
  have hRpos := lt_of_lt_of_le hgpos hlow
  rw [error_eq E E0 hT.ne']
  refine ⟨mul_le_mul_of_nonneg_left (Real.log_le_log hgpos hlow) hT.le, ?_⟩
  -- log x ≤ x - 1 at x = R / g
  have hlog := Real.log_le_sub_one_of_pos (div_pos hRpos hgpos)
  rw [Real.log_div hRpos.ne' hgpos.ne'] at hlog
  have hdiv : relativeSum E E0 T / degeneracy E E0 ≤
      1 + ((Fintype.card ι : ℝ) - degeneracy E E0) / degeneracy E E0
        * Real.exp (-D / T) := by
    rw [div_le_iff₀ hgpos]
    refine hup.trans_eq ?_
    field_simp
  have hfin : Real.log (relativeSum E E0 T) ≤ Real.log (degeneracy E E0) +
      ((Fintype.card ι : ℝ) - degeneracy E E0) / degeneracy E E0
        * Real.exp (-D / T) := by linarith
  exact (mul_le_mul_of_nonneg_left hfin hT.le).trans_eq (by ring)
```

**Q:** Can I recognise the derivation in that proof?

**A:** Yes. `hlow` is $g\le R$, because the excited sum is nonnegative. `hup` is the upper estimate of $R$: `Finset.sum_le_card_nsmul` bounds a sum by the number of terms times a common bound, and `hgap` supplies that bound, $e^{-D/T}$. After rewriting the error as $T\ln R$, the lower half follows from `Real.log_le_log`. For the upper half, `hlog` is $\ln x\le x-1$ at $x=R/g$, `hdiv` is `hup` divided by $g$, and `hfin` combines them before the multiplication by $T$.

**Q:** Is the lower bound ever reached, or is it just a convenient estimate?

**A:** For $T>0$ and at least one structure at $E_0$, it is reached exactly when all structures have energy $E_0$. A list with a single structure is the simplest case: $g=n=1$ and the error is zero.

```lean
/-- For `T > 0` and some structure at energy `E0`, the error equals `T log g` exactly when all
structures have energy `E0`. -/
theorem error_eq_log_degeneracy_iff {E : ι → ℝ} {E0 T : ℝ} (hT : 0 < T)
    (hg : ∃ i, E i = E0) :
    E0 - freeEnergy E T = T * Real.log (degeneracy E E0) ↔ ∀ i, E i = E0 := by
  have : Nonempty ι := ⟨hg.choose⟩
  rw [error_eq E E0 hT.ne', relativeSum_split]
  constructor
  · intro h i
    by_contra hi
    -- one excited structure already makes the sum strictly larger than g
    have hs : 0 < ∑ i ∈ univ.filter (fun i => ¬ E i = E0), Real.exp (-(E i - E0) / T) :=
      Finset.sum_pos (fun j _ => Real.exp_pos _)
        ⟨i, Finset.mem_filter.mpr ⟨Finset.mem_univ i, hi⟩⟩
    have hl := Real.log_lt_log (degeneracy_pos hg) (lt_add_of_pos_right _ hs)
    exact (mul_lt_mul_of_pos_left hl hT).ne' h
  · intro h
    rw [Finset.sum_eq_zero (fun i hi => absurd (h i) (Finset.mem_filter.mp hi).2), add_zero]
```

In one direction, the proof supposes that some structure has a different energy. Its Boltzmann factor is strictly positive, so $R>g$ and, by `Real.log_lt_log`, the error exceeds $T\ln g$. In the other direction the excited sum is empty and $R=g$.

**Q:** My eight sites have only two energies. Surely I can do better than bounds.

**A:** Then every excited factor equals $e^{-D/T}$, the estimate of $R$ becomes an equality, and

$$E_0-F=T\ln\!\left(g+(n-g)e^{-D/T}\right).$$

For your cell this is $T\ln 4+T\ln(1+e^{-D/T})$.

```lean
/-- For a nonempty set of structures that all have energy `E0` or `E0 + D`, the error for `T ≠ 0` is
`T log (g + (n - g) exp(-D / T))`. -/
theorem two_level_error [Nonempty ι] {E : ι → ℝ} {E0 D T : ℝ} (hT : T ≠ 0)
    (h : ∀ i, E i ≠ E0 → E i = E0 + D) :
    E0 - freeEnergy E T = T * Real.log ((degeneracy E E0 : ℝ) +
      ((Fintype.card ι : ℝ) - degeneracy E E0) * Real.exp (-D / T)) := by
  have hs : ∑ i ∈ univ.filter (fun i => ¬ E i = E0), Real.exp (-(E i - E0) / T)
      = ∑ i ∈ univ.filter (fun i => ¬ E i = E0), Real.exp (-D / T) := by
    refine Finset.sum_congr rfl (fun i hi => ?_)
    rw [h i (Finset.mem_filter.mp hi).2, add_sub_cancel_left]
  rw [error_eq E E0 hT, relativeSum_split, hs, Finset.sum_const, nsmul_eq_mul, card_excited]
```

The proof replaces each excited term by $e^{-D/T}$ in `hs` and counts the terms with `card_excited`. Apart from the restriction to two energies, the statement needs only a nonempty list and $T\ne0$.

**Q:** When I cool the surface, does the error disappear?

**A:** The error does, but its ratio to the temperature tends to $\ln g$:

$$\frac{E_0-F}{T}\;\longrightarrow\;\ln g\qquad(T\to0^+).$$

In units of $k_B$, $\ln g$ is the configurational entropy of $g$ equally occupied structures. This is the entropy that keeping one structure omits at low temperature, within a model of finitely many structures with fixed energies. It is an entropy per cell only because you treat the cells as independent. In an ordered overlayer, where all cells of a large domain make the same choice together, $\ln g$ belongs to the whole domain and is negligible per cell. If the lowest structure is unique, the limit is zero.

**Q:** And here you need $D>0$?

**A:** The theorem assumes it, and the proof uses it to make $e^{-D/T}$ vanish. What must be ruled out is a structure below $E_0$, which a negative $D$ would allow: if one lies at $E_0-\delta$ with $\delta>0$, then $E_0-F\ge\delta$, and the ratio grows without bound as $T\to0^+$. The value $D=0$ would do no harm: the other energies, if there are any, then all lie above $E_0$, and since the list is finite, the smallest of their gaps is positive and can serve as $D$. If there are no other energies, any positive $D$ will do.

**Q:** How does the formal proof take the limit?

**A:** It divides the two bounds by $T$ and squeezes the ratio between them. The lower one is the constant $\ln g$. The upper one is $\ln g+\frac{n-g}{g}e^{-D/T}$, which has the same limit by `hexp`: as $T\to0^+$, $D/T$ tends to infinity, so its negative exponential tends to zero. The notation `𝓝[>] 0` expresses the approach to zero through positive temperatures, and each `filter_upwards` block supplies one of the two inequalities there from `single_structure_error_bounds`.

```lean
/-- If some structure has energy `E0` and all structures of other energy lie at least `D > 0`
above it, the error divided by `T` tends to `log g` as `T` tends to zero from above. -/
theorem error_div_temperature_tendsto {E : ι → ℝ} {E0 D : ℝ} (hD : 0 < D)
    (hg : ∃ i, E i = E0) (hgap : ∀ i, E i ≠ E0 → E0 + D ≤ E i) :
    Tendsto (fun T => (E0 - freeEnergy E T) / T) (𝓝[>] 0)
      (𝓝 (Real.log (degeneracy E E0))) := by
  -- the excited weight freezes out
  have hexp : Tendsto (fun T : ℝ => Real.exp (-D / T)) (𝓝[>] 0) (𝓝 0) := by
    have h1 : Tendsto (fun T : ℝ => D * T⁻¹) (𝓝[>] 0) atTop :=
      Tendsto.const_mul_atTop hD tendsto_inv_nhdsGT_zero
    refine (Real.tendsto_exp_neg_atTop_nhds_zero.comp h1).congr (fun T => ?_)
    simp only [Function.comp_apply]
    congr 1
    ring
  have hupper : Tendsto (fun T : ℝ => Real.log (degeneracy E E0) +
      ((Fintype.card ι : ℝ) - degeneracy E E0) / degeneracy E E0 * Real.exp (-D / T))
      (𝓝[>] 0) (𝓝 (Real.log (degeneracy E E0))) := by
    simpa only [mul_zero, add_zero] using (hexp.const_mul
      (((Fintype.card ι : ℝ) - degeneracy E E0) / degeneracy E E0)).const_add
        (Real.log (degeneracy E E0))
  refine tendsto_of_tendsto_of_tendsto_of_le_of_le' tendsto_const_nhds hupper ?_ ?_
  · filter_upwards [self_mem_nhdsWithin] with T hT
    have hT' : 0 < T := hT
    rw [le_div_iff₀ hT', mul_comm]
    exact (single_structure_error_bounds hT' hg hgap).1
  · filter_upwards [self_mem_nhdsWithin] with T hT
    have hT' : 0 < T := hT
    rw [div_le_iff₀ hT']
    exact (single_structure_error_bounds hT' hg hgap).2.trans_eq (by ring)

end

end SurfaceEnsemble
```

```lean
#print axioms SurfaceEnsemble.single_structure_error_bounds
-- 'SurfaceEnsemble.single_structure_error_bounds' depends on axioms: [propext, Classical.choice, Quot.sound]
#print axioms SurfaceEnsemble.error_eq_log_degeneracy_iff
-- 'SurfaceEnsemble.error_eq_log_degeneracy_iff' depends on axioms: [propext, Classical.choice, Quot.sound]
#print axioms SurfaceEnsemble.two_level_error
-- 'SurfaceEnsemble.two_level_error' depends on axioms: [propext, Classical.choice, Quot.sound]
#print axioms SurfaceEnsemble.error_div_temperature_tendsto
-- 'SurfaceEnsemble.error_div_temperature_tendsto' depends on axioms: [propext, Classical.choice, Quot.sound]
```
